# The long-time average of the chiral displacement is half the winding number in a gapped two-band chiral chain

To read a winding number from simulated dynamics, release a walker on the A site of the cell at the origin, record its chirality-weighted position, average the record over a time window [0,T] and double the result. For an infinite, non-interacting, translation-invariant two-band chain with chiral symmetry, finite-range hopping and a gap, such as the Su–Schrieffer–Heeger (SSH) chain away from its transition, this converges to the winding number W, with an explicit error bound at finite T.

## Chiral symmetry and release on one sublattice

The Bloch Hamiltonian at momentum k has zero diagonal. Its lower-left entry is E(k)e^{iθ(k)}, its upper-right entry is the complex conjugate, and its energies are ±E(k). The zero diagonal expresses chiral symmetry: hopping connects only sublattice A to sublattice B. A walker released on A in the cell at the origin has the spinor (1, 0) at every k. With ħ = 1 it evolves to

ψ = (cos(Et), −i e^{iθ} sin(Et)).

Differentiating in t gives (−E sin(Et), −iE e^{iθ} cos(Et)), which is −iHψ. A staggered on-site energy would put entries on the diagonal, and this spinor would no longer be the solution.

In the file these objects are `hamiltonian` and `state`. Position is i∂ₖ, which counts cells, so both sites of a cell share one coordinate. `chirality` is Γ = diag(1, −1), and `chiralDisplacement` is the zone average of ⟨ψ|Γ i∂ₖ|ψ⟩, with the factor 1/(2π) normalising the state. The chain is infinite, so k is continuous and the walker never meets an edge.

In Lean 4 with Mathlib:

```lean
import Mathlib

open scoped Real Matrix ComplexConjugate
open Complex (I)

namespace MeanChiralDisplacement

noncomputable section

/-- Chiral two-band Bloch Hamiltonian with energies `± E k` and phase `θ k`. -/
def hamiltonian (E θ : ℝ → ℝ) (k : ℝ) : Matrix (Fin 2) (Fin 2) ℂ :=
  !![0, E k * Complex.exp (-(I * θ k)); E k * Complex.exp (I * θ k), 0]

/-- Bloch spinor at time `t` of a walker released on sublattice A of the cell at the origin. -/
def state (E θ : ℝ → ℝ) (t k : ℝ) : Fin 2 → ℂ :=
  ![(Real.cos (E k * t) : ℂ), -I * (Complex.exp (I * θ k) * (Real.sin (E k * t) : ℂ))]

/-- The chirality operator: `+1` on sublattice A and `-1` on sublattice B. -/
def chirality : Matrix (Fin 2) (Fin 2) ℂ := !![1, 0; 0, -1]

/-- The integrand `⟨ψ| Γ i∂ₖ |ψ⟩` of chirality times position in momentum space. -/
def chiralDensity (E θ : ℝ → ℝ) (t k : ℝ) : ℂ :=
  star (state E θ t k) ⬝ᵥ (chirality *ᵥ (I • deriv (state E θ t) k))

/-- The chiral displacement: expectation value of chirality times position at time `t`. -/
def chiralDisplacement (E θ : ℝ → ℝ) (t : ℝ) : ℂ :=
  ((2 * π : ℝ) : ℂ)⁻¹ * ∫ k in (0 : ℝ)..(2 * π), chiralDensity E θ t k

/-- Average of a signal over the time window `[0, T]`. -/
def timeAverage (f : ℝ → ℂ) (T : ℝ) : ℂ := (T : ℂ)⁻¹ * ∫ t in (0 : ℝ)..T, f t
```

`state_schrodinger` checks the initial condition and the equation of motion component by component, using e^{−iθ}e^{iθ} = 1. It needs no hypothesis on E or θ.

```lean
/-- The spinor starts on sublattice A and obeys the Schrödinger equation `∂ₜψ = -i H ψ`. -/
theorem state_schrodinger (E θ : ℝ → ℝ) (t k : ℝ) :
    state E θ 0 k = ![1, 0] ∧
    HasDerivAt (fun s => state E θ s k) (-I • (hamiltonian E θ k *ᵥ state E θ t k)) t := by
  refine ⟨by simp [state], ?_⟩
  have hH : ∀ v : Fin 2 → ℂ,
      (hamiltonian E θ k *ᵥ v) 0 = E k * Complex.exp (-(I * θ k)) * v 1 ∧
      (hamiltonian E θ k *ᵥ v) 1 = E k * Complex.exp (I * θ k) * v 0 := by
    intro v
    simp [hamiltonian, Matrix.mulVec, dotProduct, Fin.sum_univ_two]
  have hn : Complex.exp (-(I * θ k)) * Complex.exp (I * θ k) = 1 := by
    rw [← Complex.exp_add]; simp
  have hc := (((hasDerivAt_id' t).const_mul (E k)).cos).ofReal_comp
  have hs := (((hasDerivAt_id' t).const_mul (E k)).sin).ofReal_comp
  refine hasDerivAt_pi.2 (Fin.forall_fin_two.2 ⟨hc.congr_deriv ?_,
    ((hs.const_mul (Complex.exp (I * θ k))).const_mul (-I)).congr_deriv ?_⟩)
  · rw [Pi.smul_apply, (hH _).1]
    simp only [state, Matrix.cons_val_one, Matrix.cons_val_fin_one, smul_eq_mul,
      Complex.ofReal_mul, Complex.ofReal_neg, Complex.ofReal_one]
    linear_combination (E k * Real.sin (E k * t) : ℂ) * hn
      - (E k * Real.sin (E k * t) : ℂ) * Complex.exp (-(I * θ k)) * Complex.exp (I * θ k)
        * Complex.I_sq
  · rw [Pi.smul_apply, (hH _).2]
    simp only [state, Matrix.cons_val_zero, smul_eq_mul, Complex.ofReal_mul, Complex.ofReal_one]
    ring
```

## Smoothness in momentum

Position differentiates the spinor in k, so E and θ are taken to be differentiable. Write s = sin(Et) and c = cos(Et). The two sublattices contribute

ψ_A* i∂ₖψ_A = −i s c E′t

ψ_B* i∂ₖψ_B = −s²θ′ + i s c E′t.

Γ subtracts the second from the first:

⟨ψ|Γ i∂ₖ|ψ⟩ = s²θ′ − 2i s c E′t = s²θ′ − i ∂ₖ(s²).

`chiralDensity_eq` follows this route: `hψ` is the derivative of the spinor, `hx` expands the chiral product, and `linear_combination` does the algebra with the phase cancellation `hn`. The later theorems assume C1, written `ContDiff ℝ 1`, because continuous derivatives make the integrals well behaved and θ′ bounded on the zone. Finite-range hopping with a gap guarantees this: the off-diagonal entry is then a smooth function of k that never vanishes, so its modulus E and a continuous choice of its phase θ are smooth too.

```lean
set_option maxHeartbeats 400000 in
/-- The density is `sin²(E t) θ'` minus `i` times the momentum derivative of `sin²(E t)`. -/
theorem chiralDensity_eq {E θ : ℝ → ℝ} (hE : Differentiable ℝ E) (hθ : Differentiable ℝ θ)
    (t k : ℝ) : chiralDensity E θ t k = ((Real.sin (E k * t) ^ 2 * deriv θ k : ℝ) : ℂ)
      - I * ((2 * Real.sin (E k * t) * (Real.cos (E k * t) * (deriv E k * t)) : ℝ) : ℂ) := by
  have hc := (((hE k).hasDerivAt.mul_const t).cos).ofReal_comp
  have hs := (((hE k).hasDerivAt.mul_const t).sin).ofReal_comp
  have he := (((hθ k).hasDerivAt.ofReal_comp).const_mul I).cexp
  have hψ : HasDerivAt (state E θ t)
      ![((-Real.sin (E k * t) * (deriv E k * t) : ℝ) : ℂ),
        -I * (Complex.exp (I * θ k) * (I * ((deriv θ k : ℝ) : ℂ)) * (Real.sin (E k * t) : ℂ)
          + Complex.exp (I * θ k) * ((Real.cos (E k * t) * (deriv E k * t) : ℝ) : ℂ))] k := by
    refine hasDerivAt_pi.2 (Fin.forall_fin_two.2 ⟨hc.congr_deriv ?_,
      ((he.fun_mul hs).const_mul (-I)).congr_deriv ?_⟩)
    · simp only [Matrix.cons_val_zero]
    · simp only [Matrix.cons_val_one, Matrix.cons_val_fin_one]
  have hx : ∀ a b : Fin 2 → ℂ, star a ⬝ᵥ (chirality *ᵥ (I • b))
      = conj (a 0) * (I * b 0) - conj (a 1) * (I * b 1) := by
    intro a b
    simp [chirality, Matrix.mulVec, dotProduct, Fin.sum_univ_two, sub_eq_add_neg]
  have hn : conj (Complex.exp (I * θ k)) * Complex.exp (I * θ k) = 1 := by
    rw [← Complex.exp_conj, ← Complex.exp_add]; simp
  rw [chiralDensity, hψ.deriv, hx]
  simp only [state, Matrix.cons_val_zero, Matrix.cons_val_one, Matrix.cons_val_fin_one,
    map_mul, map_neg, Complex.conj_I, Complex.conj_ofReal, Complex.ofReal_mul,
    Complex.ofReal_neg, Complex.ofReal_pow, Complex.ofReal_ofNat]
  generalize (Real.sin (E k * t) : ℂ) = s
  generalize (Real.cos (E k * t) : ℂ) = c
  generalize conj (Complex.exp (I * θ k)) = p at hn ⊢
  generalize Complex.exp (I * θ k) = q at hn ⊢
  generalize ((deriv θ k : ℝ) : ℂ) = a
  generalize ((deriv E k : ℝ) : ℂ) = b
  generalize (t : ℂ) = τ
  linear_combination (a * s ^ 2 - I * s * c * (b * τ)) * hn
    + p * q * ((I ^ 2 - 1) * a * s ^ 2 + I * s * c * (b * τ)) * Complex.I_sq
```

## Periodicity of the energy

The band energy takes the same value at both ends of the Brillouin zone. The imaginary term is a total derivative, so its integral is sin²(E(2π)t) − sin²(E(0)t) = 0, leaving

C(t) = (1/(2π)) ∫₀^{2π} sin²(E(k)t) θ′(k) dk.

In `chiralDisplacement_eq`, `hz` is this cancellation, by the fundamental theorem of calculus. If the end values differed, C(t) would in general have an imaginary part, a sign that E is not the energy of a lattice band.

```lean
/-- The chiral displacement is the zone average of `sin²(E t) θ'`. -/
theorem chiralDisplacement_eq {E θ : ℝ → ℝ} (hE : ContDiff ℝ 1 E) (hθ : ContDiff ℝ 1 θ)
    (hper : Function.Periodic E (2 * π)) (t : ℝ) : chiralDisplacement E θ t =
      (((2 * π)⁻¹ * ∫ k in (0 : ℝ)..(2 * π), Real.sin (E k * t) ^ 2 * deriv θ k : ℝ) : ℂ) := by
  obtain ⟨dE, cE⟩ := contDiff_one_iff_deriv.1 hE
  obtain ⟨dθ, cθ⟩ := contDiff_one_iff_deriv.1 hθ
  have harg : Continuous fun k => E k * t := dE.continuous.mul continuous_const
  have c1 : Continuous fun k => Real.sin (E k * t) ^ 2 * deriv θ k :=
    ((Real.continuous_sin.comp harg).pow 2).mul cθ
  have c2 : Continuous fun k => 2 * Real.sin (E k * t) * (Real.cos (E k * t) * (deriv E k * t)) :=
    (continuous_const.mul (Real.continuous_sin.comp harg)).mul
      ((Real.continuous_cos.comp harg).mul (cE.mul continuous_const))
  -- the imaginary part is a total derivative over a closed zone
  have hz : ∫ k in (0 : ℝ)..(2 * π),
      2 * Real.sin (E k * t) * (Real.cos (E k * t) * (deriv E k * t)) = 0 := by
    have hd : ∀ k ∈ Set.uIcc 0 (2 * π), HasDerivAt (fun k => Real.sin (E k * t) ^ 2)
        (2 * Real.sin (E k * t) * (Real.cos (E k * t) * (deriv E k * t))) k := fun k _ =>
      ((((dE k).hasDerivAt.mul_const t).sin).fun_pow 2).congr_deriv (by norm_num)
    have h0 : E (2 * π) = E 0 := by simpa using hper 0
    rw [intervalIntegral.integral_eq_sub_of_hasDerivAt hd (c2.intervalIntegrable _ _), h0, sub_self]
  have i1 := (Complex.continuous_ofReal.comp c1).intervalIntegrable
    (μ := MeasureTheory.volume) 0 (2 * π)
  have i2 : IntervalIntegrable (fun k => I *
      ((2 * Real.sin (E k * t) * (Real.cos (E k * t) * (deriv E k * t)) : ℝ) : ℂ))
      MeasureTheory.volume 0 (2 * π) :=
    (continuous_const.mul (Complex.continuous_ofReal.comp c2)).intervalIntegrable _ _
  simp only [Function.comp_def] at i1
  simp only [chiralDisplacement, chiralDensity_eq dE dθ]
  rw [intervalIntegral.integral_sub i1 i2, intervalIntegral.integral_const_mul,
    intervalIntegral.integral_ofReal, intervalIntegral.integral_ofReal, hz,
    Complex.ofReal_zero, mul_zero, sub_zero, ← Complex.ofReal_inv, ← Complex.ofReal_mul]
```

## A gap at every momentum

The hypothesis `hpos`, E(k) > 0, keeps the bands ±E apart. By hand it enters through division by the energy: since sin²(et) = (1 − cos(2et))/2,

∫₀ᵀ sin²(et) dt = T/2 − sin(2eT)/(4e).

`integral_sin_sq_time` proves this for e ≠ 0 by differentiating the right-hand side. If E vanished for all k, the walker would never move, and the Hamiltonian would have no phase whose winding could be read.

```lean
/-- Time integral of the oscillation `sin²(e t)` at a nonzero energy `e`. -/
theorem integral_sin_sq_time {e : ℝ} (he : e ≠ 0) (T : ℝ) :
    ∫ t in (0 : ℝ)..T, Real.sin (e * t) ^ 2 = T / 2 - Real.sin (2 * (e * T)) / (4 * e) := by
  have h : ∀ t ∈ Set.uIcc 0 T, HasDerivAt (fun t : ℝ => t / 2 - Real.sin (2 * (e * t)) / (4 * e))
      (Real.sin (e * t) ^ 2) t := by
    intro t _
    have h1 := ((hasDerivAt_id' t).const_mul e).const_mul 2
    refine (((hasDerivAt_id' t).div_const 2).fun_sub (h1.sin.div_const (4 * e))).congr_deriv ?_
    rw [Real.cos_two_mul, Real.cos_sq']
    field_simp
    ring
  rw [intervalIntegral.integral_eq_sub_of_hasDerivAt h
    (Continuous.intervalIntegrable (by fun_prop) _ _)]
  simp
```

## An integer winding of the phase

The condition `hW`, θ(2π) = θ(0) + 2πW with W an integer, says that e^{iθ} closes on itself after W turns. Exchanging the time and momentum integrals and using ∫₀^{2π} θ′ dk = 2πW gives, for T > 0,

(1/T) ∫₀ᵀ C(t) dt = W/2 − (1/(2π)) ∫₀^{2π} [sin(2E(k)T)/(4E(k)T)] θ′(k) dk.

In `timeAverage_eq`, `hswap` makes the exchange, justified by continuity on a compact rectangle, `inner` does the time integral, and `hw` supplies the winding. Because position counts cells here, the Bloch Hamiltonian repeats after 2π, and with a gap this makes W an integer.

```lean
/-- Exact average over `[0, T]`: half the winding number minus an oscillating remainder. -/
theorem timeAverage_eq {E θ : ℝ → ℝ} (hE : ContDiff ℝ 1 E) (hθ : ContDiff ℝ 1 θ)
    (hper : Function.Periodic E (2 * π)) (hpos : ∀ k, 0 < E k) {W : ℤ}
    (hW : θ (2 * π) = θ 0 + 2 * π * W) {T : ℝ} (hT : 0 < T) :
    timeAverage (chiralDisplacement E θ) T = ((W / 2 - (2 * π)⁻¹ * ∫ k in (0 : ℝ)..(2 * π),
      Real.sin (2 * (E k * T)) / (4 * (E k * T)) * deriv θ k : ℝ) : ℂ) := by
  obtain ⟨dθ, cθ⟩ := contDiff_one_iff_deriv.1 hθ
  have cE := hE.continuous
  have hp : (0 : ℝ) ≤ 2 * π := by positivity
  -- exchange of the time and momentum integrals
  have hswap : ∫ t in (0 : ℝ)..T, ∫ k in (0 : ℝ)..(2 * π), Real.sin (E k * t) ^ 2 * deriv θ k
      = ∫ k in (0 : ℝ)..(2 * π), ∫ t in (0 : ℝ)..T, Real.sin (E k * t) ^ 2 * deriv θ k := by
    simp only [intervalIntegral.integral_of_le hT.le, intervalIntegral.integral_of_le hp]
    apply MeasureTheory.integral_integral_swap
    rw [MeasureTheory.Measure.prod_restrict]
    have hc : Continuous (Function.uncurry fun t k => Real.sin (E k * t) ^ 2 * deriv θ k) :=
      ((Real.continuous_sin.comp ((cE.comp continuous_snd).mul continuous_fst)).pow 2).mul
        (cθ.comp continuous_snd)
    exact (hc.continuousOn.integrableOn_compact
      ((isCompact_Icc (a := 0) (b := T)).prod (isCompact_Icc (a := 0) (b := 2 * π)))).mono_set
      (Set.prod_mono Set.Ioc_subset_Icc_self Set.Ioc_subset_Icc_self)
  have inner : ∀ k, ∫ t in (0 : ℝ)..T, Real.sin (E k * t) ^ 2 * deriv θ k = T * (1 / 2 * deriv θ k
      - Real.sin (2 * (E k * T)) / (4 * (E k * T)) * deriv θ k) := by
    intro k
    have hk := (hpos k).ne'
    rw [intervalIntegral.integral_mul_const, integral_sin_sq_time hk]
    field_simp
  have hw : ∫ k in (0 : ℝ)..(2 * π), deriv θ k = 2 * π * W := by
    rw [intervalIntegral.integral_eq_sub_of_hasDerivAt (fun k _ => (dθ k).hasDerivAt)
      (cθ.intervalIntegrable _ _), hW]
    ring
  have i1 : IntervalIntegrable (fun k => 1 / 2 * deriv θ k) MeasureTheory.volume 0 (2 * π) :=
    (continuous_const.mul cθ).intervalIntegrable _ _
  have i2 : IntervalIntegrable (fun k => Real.sin (2 * (E k * T)) / (4 * (E k * T)) * deriv θ k)
      MeasureTheory.volume 0 (2 * π) := by
    have ca : Continuous fun k => E k * T := cE.mul continuous_const
    exact (((Real.continuous_sin.comp (continuous_const.mul ca)).div (continuous_const.mul ca)
      (fun k => (mul_pos four_pos (mul_pos (hpos k) hT)).ne')).mul cθ).intervalIntegrable _ _
  have alg : ∀ J : ℝ, T⁻¹ * ((2 * π)⁻¹ * (T * (1 / 2 * (2 * π * W) - J)))
      = W / 2 - (2 * π)⁻¹ * J := by
    intro J
    have := Real.pi_ne_zero
    field_simp
  simp only [timeAverage, chiralDisplacement_eq hE hθ hper]
  rw [intervalIntegral.integral_ofReal, ← Complex.ofReal_inv, ← Complex.ofReal_mul,
    intervalIntegral.integral_const_mul, hswap]
  simp only [inner]
  rw [intervalIntegral.integral_const_mul, intervalIntegral.integral_sub i1 i2,
    intervalIntegral.integral_const_mul, hw, alg]
```

## Bounds on the gap and the phase slope

Suppose E ≥ m > 0 and |θ′| ≤ L on the zone. Since |sin| ≤ 1, the remainder is at most L/(4mT). Doubling the average estimates W to within L/(2mT), so any window with T > L/m identifies the integer by rounding. This guaranteed window grows as m shrinks or L rises. It is sufficient, not always necessary: in a flat band of energy e > 0 the average over a window T = π/(2e) is exactly W/2, however large W is, and L is at least |W|.

`timeAverage_error` bounds the integrand in `hJ` and then the integral.

```lean
/-- With `E ≥ m` and `|θ'| ≤ L` on the zone, the average over `[0, T]` differs from `W/2`
by at most `L / (4 m T)`. -/
theorem timeAverage_error {E θ : ℝ → ℝ} (hE : ContDiff ℝ 1 E) (hθ : ContDiff ℝ 1 θ)
    (hper : Function.Periodic E (2 * π)) (hpos : ∀ k, 0 < E k) {W : ℤ}
    (hW : θ (2 * π) = θ 0 + 2 * π * W) {m L T : ℝ} (hm : 0 < m) (hT : 0 < T)
    (hmE : ∀ k ∈ Set.Icc 0 (2 * π), m ≤ E k) (hL : ∀ k ∈ Set.Icc 0 (2 * π), |deriv θ k| ≤ L) :
    ‖timeAverage (chiralDisplacement E θ) T - (W : ℂ) / 2‖ ≤ L / (4 * (m * T)) := by
  have hp : (0 : ℝ) < 2 * π := by positivity
  have alg : ∀ x : ℝ, ‖((W / 2 - x : ℝ) : ℂ) - (W : ℂ) / 2‖ = |x| := by
    intro x
    have h : ((W / 2 - x : ℝ) : ℂ) - (W : ℂ) / 2 = ((-x : ℝ) : ℂ) := by push_cast; ring
    rw [h, Complex.norm_real, Real.norm_eq_abs, abs_neg]
  have hJ : ∀ k ∈ Set.uIoc 0 (2 * π),
      ‖Real.sin (2 * (E k * T)) / (4 * (E k * T)) * deriv θ k‖ ≤ 1 / (4 * (m * T)) * L := by
    intro k hk
    rw [Set.uIoc_of_le hp.le] at hk
    have hk' := Set.Ioc_subset_Icc_self hk
    have h0 := hpos k
    have h1 := hmE k hk'
    have h2 := Real.abs_sin_le_one (2 * (E k * T))
    have h3 : |Real.sin (2 * (E k * T)) / (4 * (E k * T))| ≤ 1 / (4 * (m * T)) := by
      rw [abs_div, abs_of_pos (by positivity : 0 < 4 * (E k * T))]
      gcongr
    rw [Real.norm_eq_abs, abs_mul]
    exact mul_le_mul h3 (hL k hk') (abs_nonneg _) (by positivity)
  have hI := intervalIntegral.norm_integral_le_of_norm_le_const hJ
  rw [sub_zero, abs_of_pos hp, Real.norm_eq_abs] at hI
  rw [timeAverage_eq hE hθ hper hpos hW hT, alg, abs_mul, abs_of_pos (inv_pos.2 hp)]
  refine (mul_le_mul_of_nonneg_left hI (inv_pos.2 hp).le).trans (le_of_eq ?_)
  have := Real.pi_ne_zero
  field_simp
```

The limit needs no bounds as input: a continuous positive E has a positive minimum on the compact zone, and the continuous θ′ is bounded there. `mean_chiral_displacement` takes m and L from these facts and squeezes the error to zero. It states that the complex-valued time average tends to W/2 as T → ∞.

```lean
/-- **Mean chiral displacement.** The long-time average of the chiral displacement is half the
winding number of the Bloch Hamiltonian. -/
theorem mean_chiral_displacement {E θ : ℝ → ℝ} (hE : ContDiff ℝ 1 E) (hθ : ContDiff ℝ 1 θ)
    (hper : Function.Periodic E (2 * π)) (hpos : ∀ k, 0 < E k) {W : ℤ}
    (hW : θ (2 * π) = θ 0 + 2 * π * W) :
    Filter.Tendsto (timeAverage (chiralDisplacement E θ)) Filter.atTop (nhds ((W : ℂ) / 2)) := by
  have hne : (Set.Icc 0 (2 * π)).Nonempty := ⟨0, le_refl _, by positivity⟩
  -- compactness of the zone supplies a minimum of the energy and a bound on the slope of the phase
  obtain ⟨k₀, _, hmin⟩ := isCompact_Icc.exists_isMinOn hne hE.continuous.continuousOn
  obtain ⟨L, hL⟩ := isCompact_Icc.exists_bound_of_continuousOn (s := Set.Icc 0 (2 * π))
    (contDiff_one_iff_deriv.1 hθ).2.continuousOn
  rw [tendsto_iff_norm_sub_tendsto_zero]
  refine squeeze_zero' (Filter.Eventually.of_forall fun _ => norm_nonneg _) ?_
    (((Filter.tendsto_id.const_mul_atTop (hpos k₀)).const_mul_atTop
      (four_pos : (0 : ℝ) < 4)).const_div_atTop L)
  filter_upwards [Filter.eventually_gt_atTop 0] with T hT
  exact timeAverage_error hE hθ hper hpos hW (hpos k₀) hT (fun k hk => hmin hk) hL
```

## A flat band, where averaging still matters

If E is a constant e, the factor sin²(et) leaves the momentum integral and C(t) = W sin²(et) exactly. The displacement then oscillates forever when e and W are nonzero, so the time average converges although C(t) does not. `flat_band` also allows e = 0, where the displacement is zero at all times.

```lean
/-- For a flat band of energy `e` the chiral displacement is `W sin²(e t)` at every time. -/
theorem flat_band {θ : ℝ → ℝ} (hθ : ContDiff ℝ 1 θ) {W : ℤ}
    (hW : θ (2 * π) = θ 0 + 2 * π * W) (e t : ℝ) :
    chiralDisplacement (fun _ => e) θ t = ((W * Real.sin (e * t) ^ 2 : ℝ) : ℂ) := by
  obtain ⟨dθ, cθ⟩ := contDiff_one_iff_deriv.1 hθ
  rw [chiralDisplacement_eq contDiff_const hθ (fun _ => rfl) t,
    intervalIntegral.integral_const_mul,
    intervalIntegral.integral_eq_sub_of_hasDerivAt (fun k _ => (dθ k).hasDerivAt)
      (cθ.intervalIntegrable _ _), hW]
  congr 1
  have := Real.pi_ne_zero
  rw [add_sub_cancel_left]
  field_simp

end

end MeanChiralDisplacement
```

```lean
#print axioms MeanChiralDisplacement.state_schrodinger
#print axioms MeanChiralDisplacement.mean_chiral_displacement
#print axioms MeanChiralDisplacement.flat_band
```

```
'MeanChiralDisplacement.state_schrodinger' depends on axioms: [propext, Classical.choice, Quot.sound]
'MeanChiralDisplacement.mean_chiral_displacement' depends on axioms: [propext, Classical.choice, Quot.sound]
'MeanChiralDisplacement.flat_band' depends on axioms: [propext, Classical.choice, Quot.sound]
```
